# The theta method with a symmetric Hamiltonian changes the squared norm by (1 − 2θ) times the squared increment

When a wave function is propagated in real time with an implicit scheme and its norm is printed after each step, the drift can be checked against the change in the state over that step. For the theta method with a symmetric linear Hamiltonian that is held fixed during the step, and with an exactly solved implicit equation, the two are tied by

$$\|\psi_1\|^2-\|\psi_0\|^2=(1-2\theta)\,\|\psi_1-\psi_0\|^2 .$$

A drift that violates this balance by more than rounding error points to an inexact linear solve, a Hamiltonian that is not symmetric in the inner product used or that changes within the step, or a coding error. The balance also shows that backward Euler, $\theta=1$, loses norm whenever the state changes.

## The step and its conventions

The states live in a complex inner-product space $V$, of finite or infinite dimension and not necessarily complete. The inner product $\langle x,y\rangle$, written `inner ℂ x y`, is linear in its second argument.

```lean
import Mathlib

open Complex

namespace ThetaMethod

noncomputable section

variable {V : Type*} [NormedAddCommGroup V] [InnerProductSpace ℂ V]
```

Let $\psi_0$ be the state before the step and $\psi_1$ the state after it. For a real parameter $\theta$, the Hamiltonian acts on the stage vector

$$m=\theta\psi_1+(1-\theta)\psi_0 .$$

```lean
/-- The stage vector `θ ψ₁ + (1 - θ) ψ₀` at which the Hamiltonian is evaluated. -/
def stage (θ : ℝ) (ψ₀ ψ₁ : V) : V := (θ : ℂ) • ψ₁ + (1 - (θ : ℂ)) • ψ₀
```

With $\hbar=1$ and a real time step $\tau$, the method is

$$\psi_1-\psi_0=-i\tau H\bigl(\theta\psi_1+(1-\theta)\psi_0\bigr).$$

Forward Euler is $\theta=0$, the implicit midpoint form of Crank–Nicolson is $\theta=1/2$, and backward Euler is $\theta=1$. `ThetaStep H τ θ ψ₀ ψ₁` is the proposition that the two states satisfy this equation. It does not say that a suitable $\psi_1$ exists.

The Hamiltonian is a linear map `H : V →ₗ[ℂ] V`, and `H.IsSymmetric` means $\langle Hx,y\rangle=\langle x,Hy\rangle$ for all $x,y$. This is the condition that makes energy expectation values real, and it is assumed of every Hamiltonian in the parts below. Since $H$ is defined on all of $V$ and maps back into it, an unbounded operator is covered only when $V$ is taken to be a domain that the operator leaves invariant.

```lean
/-- One step of the theta method for the Schrödinger equation, from `ψ₀` to `ψ₁`
with time step `τ`: `ψ₁ - ψ₀ = -i τ H (θ ψ₁ + (1 - θ) ψ₀)`. -/
def ThetaStep (H : V →ₗ[ℂ] V) (τ θ : ℝ) (ψ₀ ψ₁ : V) : Prop :=
  ψ₁ - ψ₀ = (-(I * (τ : ℂ))) • H (stage θ ψ₀ ψ₁)
```

For a state of definite energy $E$, the step will turn out to be multiplication by the following factor.

```lean
/-- The factor `(1 - i τ (1 - θ) E) / (1 + i τ θ E)` belonging to the energy `E`. -/
def amplification (τ θ E : ℝ) : ℂ :=
  (1 - I * τ * (1 - θ) * E) / (1 + I * τ * θ * E)
```

## (a) The generator contributes no real part

**Task.** Let $H$ be symmetric and $s$ real. Show that $\operatorname{Re}\langle x,-isHx\rangle=0$ for every $x$.

**Solution.** Conjugation exchanges the arguments of the inner product, so symmetry gives

$$\overline{\langle x,Hx\rangle}=\langle Hx,x\rangle=\langle x,Hx\rangle .$$

Hence $\langle x,Hx\rangle$ is real. By linearity in the second argument, $\langle x,-isHx\rangle=-is\langle x,Hx\rangle$, which is purely imaginary.

In the Lean proof, `h` is the displayed equality and `him` says that the imaginary part vanishes. `inner_smul_right` then takes the scalar out.

```lean
/-- For a symmetric Hamiltonian, the inner product of `x` with `-i s H x` has
zero real part. -/
theorem re_inner_generator {H : V →ₗ[ℂ] V} (hH : H.IsSymmetric) (s : ℝ) (x : V) :
    (inner ℂ x ((-(I * (s : ℂ))) • H x)).re = 0 := by
  have h : (starRingEnd ℂ) (inner ℂ x (H x)) = inner ℂ x (H x) := by
    rw [inner_conj_symm]
    exact hH x x
  have him : (inner ℂ x (H x)).im = 0 := Complex.conj_eq_iff_im.mp h
  rw [inner_smul_right]
  simp [Complex.mul_re, him]
```

## (b) Pythagoras with a real multiple

**Task.** Suppose $\operatorname{Re}\langle m,d\rangle=0$ and let $a$ be real. Show that $\|m+ad\|^2=\|m\|^2+a^2\|d\|^2$.

**Solution.** Expanding the square gives

$$\|m+ad\|^2=\|m\|^2+2a\operatorname{Re}\langle m,d\rangle+a^2\|d\|^2,$$

and the middle term is zero. Only the real part of the inner product is needed, because $a$ is real. In the proof, `h0` removes the cross term and `norm_add_sq` supplies the expansion.

```lean
/-- Pythagoras for a real multiple of `d` added to `m`, when the inner product of
`m` and `d` has zero real part. -/
theorem norm_sq_shift {m d : V} (h : (inner ℂ m d).re = 0) (a : ℝ) :
    ‖m + (a : ℂ) • d‖ ^ 2 = ‖m‖ ^ 2 + a ^ 2 * ‖d‖ ^ 2 := by
  have h0 : RCLike.re ((a : ℂ) * inner ℂ m d) = 0 := by
    change ((a : ℂ) * inner ℂ m d).re = 0
    rw [Complex.re_ofReal_mul, h, mul_zero]
  rw [norm_add_sq (𝕜 := ℂ), inner_smul_right, h0, norm_smul, mul_pow,
    Complex.norm_real, Real.norm_eq_abs, sq_abs]
  ring
```

## (c) The norm balance of one step

**Task.** Derive the balance for $\|\psi_1\|^2-\|\psi_0\|^2$.

**Solution.** Put $d=\psi_1-\psi_0$. The step equation says $d=-i\tau Hm$, so part (a) gives $\operatorname{Re}\langle m,d\rangle=0$. Both end points lie on the line through $m$ along $d$:

$$m+(1-\theta)d=\psi_1,\qquad m-\theta d=\psi_0 .$$

Part (b), with $a=1-\theta$ and then $a=-\theta$, gives

$$\|\psi_1\|^2=\|m\|^2+(1-\theta)^2\|d\|^2,\qquad \|\psi_0\|^2=\|m\|^2+\theta^2\|d\|^2 .$$

Subtracting, and using $(1-\theta)^2-\theta^2=1-2\theta$, yields

$$\|\psi_1\|^2-\|\psi_0\|^2=(1-2\theta)\|\psi_1-\psi_0\|^2 .$$

At $\theta=1/2$ the right side vanishes and the norm is kept. At $\theta=1$, a normalised $\psi_0$ leads to $\|\psi_1\|^2=1-\|\psi_1-\psi_0\|^2$.

The Lean proof follows this order: `horth` is the orthogonality in the real part, `e1` and `e0` are the two end-point formulas, and `n1` and `n0` are the two squared norms. The last line subtracts them.

```lean
/-- Norm balance of the theta method with a symmetric Hamiltonian: the squared norm changes in one
step by `(1 - 2θ)` times the squared length of the increment. -/
theorem norm_balance {H : V →ₗ[ℂ] V} (hH : H.IsSymmetric) {τ θ : ℝ} {ψ₀ ψ₁ : V}
    (h : ThetaStep H τ θ ψ₀ ψ₁) :
    ‖ψ₁‖ ^ 2 - ‖ψ₀‖ ^ 2 = (1 - 2 * θ) * ‖ψ₁ - ψ₀‖ ^ 2 := by
  have horth : (inner ℂ (stage θ ψ₀ ψ₁) (ψ₁ - ψ₀)).re = 0 := by
    have h' : ψ₁ - ψ₀ = (-(I * (τ : ℂ))) • H (stage θ ψ₀ ψ₁) := h
    rw [h']
    exact re_inner_generator hH τ _
  -- both end points are reached from the stage vector along the increment
  have e1 : stage θ ψ₀ ψ₁ + ((1 - θ : ℝ) : ℂ) • (ψ₁ - ψ₀) = ψ₁ := by
    unfold stage
    push_cast
    module
  have e0 : stage θ ψ₀ ψ₁ + ((-θ : ℝ) : ℂ) • (ψ₁ - ψ₀) = ψ₀ := by
    unfold stage
    push_cast
    module
  have n1 := norm_sq_shift horth (1 - θ)
  have n0 := norm_sq_shift horth (-θ)
  rw [e1] at n1
  rw [e0] at n0
  linear_combination n1 - n0
```

## (d) The balance along a trajectory

**Task.** Let the Hamiltonian $H_n$ and time step $\tau_n$ vary with the step number $n$, while $\theta$ stays fixed. Find the squared norm after $N$ steps.

**Solution.** Part (c) applies to each step separately:

$$\|\psi_{n+1}\|^2-\|\psi_n\|^2=(1-2\theta)\|\psi_{n+1}-\psi_n\|^2 .$$

Summing from $n=0$ to $N-1$, the left side telescopes, and

$$\|\psi_N\|^2=\|\psi_0\|^2+(1-2\theta)\sum_{n=0}^{N-1}\|\psi_{n+1}-\psi_n\|^2 .$$

For $N=0$ the sum is empty. Lean replaces the telescoping by induction on $N$, adding one instance of `norm_balance` each time. The hypotheses concern an infinite sequence of steps; a finite run fits them if it is continued with $H_n=0$ and a constant state.

```lean
/-- Norm balance over `N` steps with symmetric Hamiltonians and a fixed `θ`, where the Hamiltonian
and the time step may change from step to step. -/
theorem norm_balance_trajectory {H : ℕ → V →ₗ[ℂ] V} (hH : ∀ n, (H n).IsSymmetric)
    {τ : ℕ → ℝ} {θ : ℝ} {ψ : ℕ → V}
    (h : ∀ n, ThetaStep (H n) (τ n) θ (ψ n) (ψ (n + 1))) (N : ℕ) :
    ‖ψ N‖ ^ 2 = ‖ψ 0‖ ^ 2
      + (1 - 2 * θ) * ∑ n ∈ Finset.range N, ‖ψ (n + 1) - ψ n‖ ^ 2 := by
  induction N with
  | zero => simp
  | succ N ih =>
    rw [Finset.sum_range_succ]
    linear_combination ih + norm_balance (hH N) (h N)
```

## (e) At most one solution for any time step

**Task.** Show that $\psi_0$ determines $\psi_1$ whenever a solution exists.

**Solution.** Let $\psi_1$ and $\varphi_1$ both solve the equation with the same $\psi_0$, and put $e=\psi_1-\varphi_1$. Subtracting the two equations removes $\psi_0$ and leaves $e=-i\tau\theta He$. Therefore

$$\|e\|^2=\operatorname{Re}\langle e,e\rangle=\operatorname{Re}\langle e,-i\tau\theta He\rangle=0$$

by part (a) with $s=\tau\theta$. Hence $e=0$.

In Lean, `he` is the equation for the difference and `hre` is the vanishing real part. No smallness condition on $\tau$ enters. Existence is a separate matter, and for general states it is assumed through the `ThetaStep` hypothesis.

```lean
/-- For a symmetric Hamiltonian, the implicit equation of the theta method has at most one solution
`ψ₁` for a given `ψ₀`, whatever the size of the time step. -/
theorem step_unique {H : V →ₗ[ℂ] V} (hH : H.IsSymmetric) {τ θ : ℝ} {ψ₀ ψ₁ φ₁ : V}
    (h : ThetaStep H τ θ ψ₀ ψ₁) (h' : ThetaStep H τ θ ψ₀ φ₁) : ψ₁ = φ₁ := by
  -- the difference `e` of two solutions obeys `e = -i τ θ H e`
  have he : ψ₁ - φ₁ = (-(I * ((τ * θ : ℝ) : ℂ))) • H (ψ₁ - φ₁) := by
    simp only [ThetaStep, stage, map_add, map_smul] at h h'
    rw [map_sub]
    push_cast
    linear_combination (norm := module) h - h'
  have hre := re_inner_generator hH (τ * θ) (ψ₁ - φ₁)
  rw [← he] at hre
  have hn : RCLike.re (inner ℂ (ψ₁ - φ₁) (ψ₁ - φ₁)) = ‖ψ₁ - φ₁‖ ^ 2 :=
    inner_self_eq_norm_sq _
  have hz : ‖ψ₁ - φ₁‖ ^ 2 = 0 := hn.symm.trans hre
  exact sub_eq_zero.mp (norm_eq_zero.mp (pow_eq_zero_iff two_ne_zero |>.mp hz))
```

## (f) When the norm stays the same

**Task.** Let $\tau\neq0$ and $\theta\neq1/2$. Show that $\|\psi_1\|=\|\psi_0\|$ exactly when $H\psi_0=0$.

**Solution.** If the norms agree, part (c) gives $(1-2\theta)\|\psi_1-\psi_0\|^2=0$. Since $1-2\theta\neq0$, we have $\psi_1=\psi_0$. The stage vector is then $\psi_0$ itself, and the step equation becomes $0=-i\tau H\psi_0$. As $\tau\neq0$, it follows that $H\psi_0=0$.

Conversely, if $H\psi_0=0$, then $\psi_1=\psi_0$ solves the step equation. By part (e) it is the only solution, so the norm is unchanged.

The two branches after `constructor` are these two directions. The stationary solution in the second branch is called `hstay`.

The condition refers to the chosen zero of energy: an eigenstate with $E\neq0$ does not satisfy it, although its exact evolution is only a phase.

```lean
/-- For a symmetric Hamiltonian, `τ ≠ 0` and `θ ≠ 1/2`, a step keeps the norm exactly when the
Hamiltonian annihilates the initial state. -/
theorem norm_eq_iff {H : V →ₗ[ℂ] V} (hH : H.IsSymmetric) {τ θ : ℝ} (hτ : τ ≠ 0)
    (hθ : θ ≠ 1 / 2) {ψ₀ ψ₁ : V} (h : ThetaStep H τ θ ψ₀ ψ₁) :
    ‖ψ₁‖ = ‖ψ₀‖ ↔ H ψ₀ = 0 := by
  have hs : stage θ ψ₀ ψ₀ = ψ₀ := by
    unfold stage
    module
  constructor
  · intro hn
    have hb := norm_balance hH h
    rw [hn, sub_self] at hb
    have hc : 1 - 2 * θ ≠ 0 := fun hc => hθ (by linarith)
    have hd : ‖ψ₁ - ψ₀‖ ^ 2 = 0 := (mul_eq_zero.mp hb.symm).resolve_left hc
    have heq : ψ₁ = ψ₀ :=
      sub_eq_zero.mp (norm_eq_zero.mp (pow_eq_zero_iff two_ne_zero |>.mp hd))
    -- a vanishing increment means that `τ H ψ₀` vanishes
    rw [heq, ThetaStep, hs, sub_self] at h
    have hcoef : -(I * (τ : ℂ)) ≠ 0 :=
      neg_ne_zero.mpr (mul_ne_zero I_ne_zero (Complex.ofReal_ne_zero.mpr hτ))
    exact (smul_eq_zero.mp h.symm).resolve_left hcoef
  · intro h0
    have hstay : ThetaStep H τ θ ψ₀ ψ₀ := by
      rw [ThetaStep, hs, h0, sub_self, smul_zero]
    rw [step_unique hH h hstay]
```

## (g) Strict damping above one half

**Task.** Let $\tau\neq0$, $\theta>1/2$ and $H\psi_0\neq0$. Show that $\|\psi_1\|<\|\psi_0\|$.

**Solution.** The factor $1-2\theta$ is negative, so part (c) gives $\|\psi_1\|^2\le\|\psi_0\|^2$. Norms are nonnegative, hence $\|\psi_1\|\le\|\psi_0\|$. Equality would imply $H\psi_0=0$ by part (f), which is excluded.

The proof obtains `hne` from part (f) and `hle` from the balance, then combines them. The local lemma after `where` passes from squares to norms. The sign of $\tau$ plays no role, so a step backwards in time is damped as well.

```lean
/-- For a symmetric Hamiltonian, `τ ≠ 0` and `θ > 1/2`, a step strictly lowers the norm of every
state that the Hamiltonian does not annihilate. -/
theorem strict_damping {H : V →ₗ[ℂ] V} (hH : H.IsSymmetric) {τ θ : ℝ} (hτ : τ ≠ 0)
    (hθ : 1 / 2 < θ) {ψ₀ ψ₁ : V} (h : ThetaStep H τ θ ψ₀ ψ₁) (h0 : H ψ₀ ≠ 0) :
    ‖ψ₁‖ < ‖ψ₀‖ := by
  have hne : ‖ψ₁‖ ≠ ‖ψ₀‖ := fun hn => h0 ((norm_eq_iff hH hτ hθ.ne' h).mp hn)
  have hb := norm_balance hH h
  have hp : 0 ≤ (2 * θ - 1) * ‖ψ₁ - ψ₀‖ ^ 2 :=
    mul_nonneg (by linarith) (sq_nonneg _)
  have hle : ‖ψ₁‖ ≤ ‖ψ₀‖ :=
    le_of_sq_le_sq (by linarith) (norm_nonneg _)
  exact lt_of_le_of_ne hle hne
where
  le_of_sq_le_sq {a b : ℝ} (hab : a ^ 2 ≤ b ^ 2) (hb : 0 ≤ b) : a ≤ b := by
    nlinarith [abs_le_of_sq_le_sq hab hb, le_abs_self a]
```

## (h) Backward Euler

**Task.** Apply the result to $\psi_1-\psi_0=-i\tau H\psi_1$, with $\tau\neq0$ and $H\psi_0\neq0$.

**Solution.** At $\theta=1$ the stage vector is $1\cdot\psi_1+0\cdot\psi_0=\psi_1$, so this equation is the theta step with $\theta=1$. Since $1>1/2$, part (g) gives $\|\psi_1\|<\|\psi_0\|$.

The Lean hypothesis `h` is the backward Euler equation in its usual form, and `hstep` translates it into `ThetaStep H τ 1 ψ₀ ψ₁`.

```lean
/-- Backward Euler, `ψ₁ - ψ₀ = -i τ H ψ₁` with `H` symmetric and `τ ≠ 0`, strictly lowers the norm
of every state that the Hamiltonian does not annihilate. -/
theorem backward_euler_damps {H : V →ₗ[ℂ] V} (hH : H.IsSymmetric) {τ : ℝ}
    (hτ : τ ≠ 0) {ψ₀ ψ₁ : V} (h : ψ₁ - ψ₀ = (-(I * (τ : ℂ))) • H ψ₁)
    (h0 : H ψ₀ ≠ 0) : ‖ψ₁‖ < ‖ψ₀‖ := by
  have hs : stage 1 ψ₀ ψ₁ = ψ₁ := by simp [stage]
  have hstep : ThetaStep H τ 1 ψ₀ ψ₁ := by
    rw [ThetaStep, hs]
    exact h
  exact strict_damping hH hτ (by norm_num) hstep h0
```

## (i) The step on an energy eigenstate

**Task.** Let $Hu=Eu$ with $E$ real. Find every $\psi_1$ that the method allows from $\psi_0=u$.

**Solution.** Try $\psi_1=gu$ with a complex number $g$. The step equation holds if

$$g-1=-i\tau E\,(\theta g+1-\theta).$$

Collecting the terms in $g$ gives

$$g\,(1+i\tau\theta E)=1-i\tau(1-\theta)E,\qquad g=\frac{1-i\tau(1-\theta)E}{1+i\tau\theta E}.$$

The denominator has real part $1$ and is never zero. So $gu$ is a solution, and by part (e) it is the only one.

The theorem is an equivalence and therefore contains both existence and uniqueness for this initial state. In its proof, `hden` is the nonzero denominator, `key` is the scalar equation, and `hstep` shows that $gu$ solves the step.

Taking the modulus of $g$ by hand, a further calculation that is not proved in the Lean code, gives

$$|g|^2=\frac{1+\tau^2(1-\theta)^2E^2}{1+\tau^2\theta^2E^2}.$$

For backward Euler this is $1/(1+\tau^2E^2)$, so for $\tau\neq0$ the fraction of its squared norm that an energy component loses per step grows with $|E|$.

```lean
/-- For a symmetric Hamiltonian and an initial state `u` that is an eigenvector of energy `E`, the
theta method has exactly one solution: `u` multiplied by the amplification factor. -/
theorem eigenstate_step {H : V →ₗ[ℂ] V} (hH : H.IsSymmetric) (τ θ : ℝ) {E : ℝ}
    {u : V} (hu : H u = (E : ℂ) • u) (ψ₁ : V) :
    ThetaStep H τ θ u ψ₁ ↔ ψ₁ = amplification τ θ E • u := by
  -- the denominator has real part one
  have hden : (1 + I * τ * θ * E : ℂ) ≠ 0 := by
    intro hz
    have hr := congrArg Complex.re hz
    simp [Complex.mul_re, Complex.mul_im] at hr
  have hg : amplification τ θ E * (1 + I * τ * θ * E) = 1 - I * τ * (1 - θ) * E :=
    div_mul_cancel₀ _ hden
  have hstep : ThetaStep H τ θ u (amplification τ θ E • u) := by
    generalize amplification τ θ E = g at hg ⊢
    have key : g - 1 = -(I * τ) * ((θ * g + (1 - θ)) * E) := by
      linear_combination hg
    simp only [ThetaStep, stage, map_add, map_smul, hu]
    calc g • u - u = (g - 1) • u := by module
      _ = (-(I * τ) * ((θ * g + (1 - θ)) * E)) • u := by rw [key]
      _ = _ := by module
  constructor
  · intro h
    exact step_unique hH h hstep
  · intro h
    rw [h]
    exact hstep
```

## (j) A backward Euler step in numbers

**Task.** Take $V=\mathbb C$, $H=1$, $\tau=1$ and $\psi_0=1$. Compute the backward Euler step.

**Solution.** The equation $\psi_1-1=-i\psi_1$ gives

$$\psi_1=\frac{1}{1+i}=\frac{1-i}{2}.$$

The squared norm falls from $1$ to $1/2$. The increment is $-(1+i)/2$, with squared length $1/2$, in agreement with part (c).

The theorem states that this $H$ is symmetric and that the two numbers satisfy `ThetaStep`. After the definitions are unfolded, the remaining identity follows from $i^2=-1$.

```lean
/-- On the one-dimensional space `ℂ`, `H = 1` is symmetric, and its backward Euler step with `τ = 1`
takes `1` to `(1 - i)/2`. -/
theorem thetaStep_witness :
    (LinearMap.id : ℂ →ₗ[ℂ] ℂ).IsSymmetric ∧
      ThetaStep (LinearMap.id : ℂ →ₗ[ℂ] ℂ) 1 1 1 ((1 - I) / 2) := by
  refine ⟨fun _ _ => rfl, ?_⟩
  simp only [ThetaStep, stage, LinearMap.id_apply, smul_eq_mul, Complex.ofReal_one]
  linear_combination (-(1 / 2) : ℂ) * Complex.I_sq

end

end ThetaMethod
```

```lean
#print axioms ThetaMethod.norm_balance
-- 'ThetaMethod.norm_balance' depends on axioms: [propext, Classical.choice, Quot.sound]
#print axioms ThetaMethod.norm_balance_trajectory
-- 'ThetaMethod.norm_balance_trajectory' depends on axioms: [propext, Classical.choice, Quot.sound]
#print axioms ThetaMethod.backward_euler_damps
-- 'ThetaMethod.backward_euler_damps' depends on axioms: [propext, Classical.choice, Quot.sound]
#print axioms ThetaMethod.eigenstate_step
-- 'ThetaMethod.eigenstate_step' depends on axioms: [propext, Classical.choice, Quot.sound]
```
